# The dual weight of a clock spin as a sum over forward and backward quanta

A single clock spin has n states with phases z = exp(2πi s/n), and each state carries the weight exp(a z + b/z), with a and b real. Its dual weight for an integer k is the sum over the states of this weight times z^(−k), without division by n. The theorem `hasSum_fluxWeight` says that this equals a convergent sum over pairs of natural numbers (p, q), the forward and backward quanta, in which a pair contributes n·a^p b^q/(p! q!) if p − q equals k modulo n, and nothing otherwise. The attempt expands both exponentials for each state, adds up the resulting double series over the states, and lets the sum over phases impose the condition on p − q.

This version doesn't compile in Lean 4 with Mathlib:

```lean
import Mathlib

open scoped ComplexOrder

namespace HasSumFluxWeight

noncomputable section

/-- The phase `exp(2πi s/n)` of a clock spin in state `s`, for `n ≥ 1`. -/
def phase (n s : ℕ) : ℂ := Complex.exp (2 * Real.pi * Complex.I * s / n)

/-- The weight `exp(a z + b/z)` of a clock spin with phase `z`, for `n ≥ 1`. -/
def weight (n : ℕ) (a b : ℝ) (s : ℕ) : ℂ :=
  Complex.exp (a * phase n s + b / phase n s)

/-- The dual weight: the sum over spin states of the weight times `z ^ (-k)`. -/
def dualWeight (n : ℕ) (a b : ℝ) (k : ℤ) : ℂ :=
  ∑ s ∈ Finset.range n, weight n a b s * phase n s ^ (-k)

/-- The weight of `p.1` forward and `p.2` backward quanta, which vanishes unless
their difference equals `k` modulo `n`. -/
def fluxWeight (n : ℕ) (a b : ℝ) (k : ℤ) (p : ℕ × ℕ) : ℝ :=
  if (n : ℤ) ∣ (p.1 : ℤ) - p.2 - k then
    n * (a ^ p.1 / p.1.factorial * (b ^ p.2 / p.2.factorial)) else 0

/-- A clock phase is never zero. -/
theorem phase_ne_zero (n s : ℕ) : phase n s ≠ 0 := Complex.exp_ne_zero _

/-- Summing the `m`-th power of the phase over all spin states gives `n` if `n`
divides `m`, and zero otherwise. -/
theorem sum_phase_zpow (n : ℕ) (m : ℤ) :
    ∑ s ∈ Finset.range n, phase n s ^ m = if (n : ℤ) ∣ m then (n : ℂ) else 0 := by
  rcases Nat.eq_zero_or_pos n with rfl | hn
  · simp
  obtain ⟨ζ, hζ, hp⟩ : ∃ ζ : ℂ, IsPrimitiveRoot ζ n ∧ ∀ s, phase n s = ζ ^ s := by
    refine ⟨_, Complex.isPrimitiveRoot_exp n hn.ne', fun s => ?_⟩
    rw [phase, ← Complex.exp_nat_mul]
    congr 1
    ring
  have hpow : ∀ s : ℕ, phase n s ^ m = (ζ ^ m) ^ s := fun s => by
    rw [hp, ← zpow_natCast ζ s, ← zpow_mul, mul_comm (s : ℤ) m, zpow_mul, zpow_natCast]
  simp_rw [hpow]
  split_ifs with h
  · simp [(hζ.zpow_eq_one_iff_dvd m).mpr h]
  · have h1 : ζ ^ m ≠ 1 := fun e => h ((hζ.zpow_eq_one_iff_dvd m).mp e)
    have h2 : (ζ ^ m) ^ n = 1 := by rw [← hpow, hp, hζ.pow_eq_one, one_zpow]
    rw [geom_sum_eq h1, h2, sub_self, zero_div]

/-- The exponential is the sum of its power series. -/
theorem hasSum_exp (x : ℂ) :
    HasSum (fun j : ℕ => x ^ j / (j.factorial : ℂ)) (Complex.exp x) := by
  rw [Complex.exp_eq_exp_ℂ]
  exact NormedSpace.expSeries_div_hasSum_exp x

/-- The exponential of a sum, times a constant, is a double power series. -/
theorem hasSum_exp_add (x y c : ℂ) :
    HasSum (fun p : ℕ × ℕ => x ^ p.1 / (p.1.factorial : ℂ) *
      (y ^ p.2 / (p.2.factorial : ℂ)) * c) (Complex.exp (x + y) * c) := by
  have key : ∀ (f g : ℕ → ℂ) (u v : ℂ), HasSum f u → HasSum g v →
      HasSum (fun p : ℕ × ℕ => f p.1 * g p.2 * c) (u * v * c) := by
    intro f g u v hf hg
    have hfg : Summable (fun p : ℕ × ℕ => f p.1 * g p.2) :=
      summable_mul_of_summable_norm (f := f) (g := g)
        (summable_norm_iff.mpr hf.summable) (summable_norm_iff.mpr hg.summable)
    exact (hf.mul hg hfg).mul_right c
  rw [Complex.exp_add]
  exact key (fun j => x ^ j / (j.factorial : ℂ)) (fun j => y ^ j / (j.factorial : ℂ))
    _ _ (hasSum_exp x) (hasSum_exp y)

/-- Dual representation: the dual weight is the convergent sum of the flux weights
over all numbers of forward and backward quanta. -/
theorem hasSum_fluxWeight (n : ℕ) (a b : ℝ) (k : ℤ) :
    HasSum (fun p => (fluxWeight n a b k p : ℂ)) (dualWeight n a b k) := by
  -- expand both exponentials for each spin state
  have hs : ∀ s : ℕ, HasSum (fun p : ℕ × ℕ =>
      (a * phase n s) ^ p.1 / (p.1.factorial : ℂ) *
        ((b / phase n s) ^ p.2 / (p.2.factorial : ℂ)) * phase n s ^ (-k))
      (weight n a b s * phase n s ^ (-k)) := fun s => by
    have hx := hasSum_exp (a * phase n s)
    have hy := hasSum_exp (b / phase n s)
    have hsm := summable_mul_of_summable_norm (summable_norm_iff.mpr hx.summable)
      (summable_norm_iff.mpr hy.summable)
    have hxy := hx.mul hy hsm
    rw [weight, Complex.exp_add]
    exact hxy.mul_right (phase n s ^ (-k))
  have h := hasSum_sum (fun s (_ : s ∈ Finset.range n) => hs s)
  unfold dualWeight
  convert h using 1
  funext p
  -- collect the powers of the phase and sum over the spin
  have ht : ∀ s : ℕ, (a * phase n s) ^ p.1 / (p.1.factorial : ℂ) *
        ((b / phase n s) ^ p.2 / (p.2.factorial : ℂ)) * phase n s ^ (-k) =
      (a ^ p.1 / (p.1.factorial : ℂ) * (b ^ p.2 / (p.2.factorial : ℂ))) *
        phase n s ^ ((p.1 : ℤ) - p.2 - k) := fun s => by
    rw [zpow_sub₀ (phase_ne_zero n s), zpow_sub₀ (phase_ne_zero n s), zpow_natCast,
      zpow_natCast, zpow_neg, mul_pow, div_pow]
    ring
  simp_rw [ht]
  rw [← Finset.mul_sum, sum_phase_zpow, fluxWeight]
  split_ifs <;> push_cast <;> ring

end

end HasSumFluxWeight
```

Lean reports:

```
Main.lean:78:54: error: (deterministic) timeout at `whnf`, maximum number of heartbeats (200000) has been reached

Note: Use `set_option maxHeartbeats <num>` to set the limit.

Hint: Additional diagnostic information may be available using the `set_option diagnostics true` command.
```

The one error is a timeout: Lean used up its allowance of 200000 heartbeats while in `whnf`, the routine that reduces a term until its outermost form shows. The position given is the `by` that opens the proof of `hs`, the double series for one spin state. The message doesn't say which step in that block was too costly. The block multiplies the two exponential series directly, so whenever Lean compares two forms of the product, it can start unfolding the powers, factorials and phases written out in them.

The repair removes the block and uses `hasSum_exp_add`, which the file had already proved. In its step `key`, that lemma forms the product for arbitrary convergent series `f` and `g`, which are variables with nothing inside to unfold. Only then does it put in the exponential series. Unfolding `weight` exposes the exponential that the lemma speaks of, and `hasSum_sum` adds up the states.

The new `hfun` rewrites the flux weight as the matching finite sum before the series are summed, where the attempt used `convert` afterwards. This and the restatement of `ht` for any nonzero `z` rearrange the old algebra, and the error doesn't call for either.

The mended proof, as a diff:

```diff
@@ -72,31 +72,24 @@
 theorem hasSum_fluxWeight (n : ℕ) (a b : ℝ) (k : ℤ) :
     HasSum (fun p => (fluxWeight n a b k p : ℂ)) (dualWeight n a b k) := by
-  -- expand both exponentials for each spin state
-  have hs : ∀ s : ℕ, HasSum (fun p : ℕ × ℕ =>
-      (a * phase n s) ^ p.1 / (p.1.factorial : ℂ) *
-        ((b / phase n s) ^ p.2 / (p.2.factorial : ℂ)) * phase n s ^ (-k))
-      (weight n a b s * phase n s ^ (-k)) := fun s => by
-    have hx := hasSum_exp (a * phase n s)
-    have hy := hasSum_exp (b / phase n s)
-    have hsm := summable_mul_of_summable_norm (summable_norm_iff.mpr hx.summable)
-      (summable_norm_iff.mpr hy.summable)
-    have hxy := hx.mul hy hsm
-    rw [weight, Complex.exp_add]
-    exact hxy.mul_right (phase n s ^ (-k))
-  have h := hasSum_sum (fun s (_ : s ∈ Finset.range n) => hs s)
-  unfold dualWeight
-  convert h using 1
-  funext p
-  -- collect the powers of the phase and sum over the spin
-  have ht : ∀ s : ℕ, (a * phase n s) ^ p.1 / (p.1.factorial : ℂ) *
-        ((b / phase n s) ^ p.2 / (p.2.factorial : ℂ)) * phase n s ^ (-k) =
-      (a ^ p.1 / (p.1.factorial : ℂ) * (b ^ p.2 / (p.2.factorial : ℂ))) *
-        phase n s ^ ((p.1 : ℤ) - p.2 - k) := fun s => by
-    rw [zpow_sub₀ (phase_ne_zero n s), zpow_sub₀ (phase_ne_zero n s), zpow_natCast,
-      zpow_natCast, zpow_neg, mul_pow, div_pow]
+  -- collect the powers of the phase in each term of the double series
+  have ht : ∀ (z : ℂ) (i j : ℕ), z ≠ 0 →
+      (a * z) ^ i / (i.factorial : ℂ) * ((b / z) ^ j / (j.factorial : ℂ)) * z ^ (-k) =
+      (a ^ i / (i.factorial : ℂ) * (b ^ j / (j.factorial : ℂ))) *
+        z ^ ((i : ℤ) - j - k) := by
+    intro z i j hz
+    rw [zpow_sub₀ hz, zpow_sub₀ hz, zpow_natCast, zpow_natCast, zpow_neg, mul_pow, div_pow]
     ring
-  simp_rw [ht]
-  rw [← Finset.mul_sum, sum_phase_zpow, fluxWeight]
-  split_ifs <;> push_cast <;> ring
+  -- the sum over the spin enforces the constraint on the quanta
+  have hfun : (fun p => (fluxWeight n a b k p : ℂ)) = fun p : ℕ × ℕ =>
+      ∑ s ∈ Finset.range n, (a * phase n s) ^ p.1 / (p.1.factorial : ℂ) *
+        ((b / phase n s) ^ p.2 / (p.2.factorial : ℂ)) * phase n s ^ (-k) := by
+    funext p
+    rw [Finset.sum_congr rfl fun s _ => ht (phase n s) p.1 p.2 (phase_ne_zero n s),
+      ← Finset.mul_sum, sum_phase_zpow, fluxWeight]
+    split_ifs <;> push_cast <;> ring
+  unfold dualWeight weight
+  rw [hfun]
+  exact hasSum_sum fun s _ =>
+    hasSum_exp_add (a * phase n s) (b / phase n s) (phase n s ^ (-k))
 
 end
```
